# The Bogoliubov–de Gennes eigenvalues of the transverse-field Ising chain are plus and minus the mode energy

The transverse-field Ising chain has the Hamiltonian −J Σⱼ (σᶻⱼσᶻⱼ₊₁ + g σˣⱼ), with Pauli matrices σ, exchange coupling J > 0 and g the ratio of the transverse field to J. For its free-fermion mode at wave number k, with the lattice spacing set to 1, the Bogoliubov–de Gennes matrix in a suitable basis is the real 2 × 2 matrix with diagonal entries ±(g − cos k) and off-diagonal entries sin k, with energies in units of 2J. The theorem says that, for all real g, k and E, the determinant of E·1 minus this matrix vanishes exactly when E = ±√(1 + g² − 2g cos k). The matrix is given by definition, not derived from the spin Hamiltonian. The proof first squares the mode energy, which requires the expression under the root to be non-negative, then shows that the determinant is E² minus that square, and finally solves for E.

As first written in Lean, the proof fails:

```lean
import Mathlib

open Matrix
open scoped Kronecker

namespace ModeMatrixEigenvalueIff

noncomputable section

/-- The Bogoliubov–de Gennes matrix of the Ising chain at wave number `k`, in a real basis
and in units of twice the exchange coupling. -/
def modeMatrix (g k : ℝ) : Matrix (Fin 2) (Fin 2) ℝ :=
  !![g - Real.cos k, Real.sin k; Real.sin k, -(g - Real.cos k)]

/-- The energy of the free-fermion mode at wave number `k`. -/
def modeEnergy (g k : ℝ) : ℝ := √(1 + g ^ 2 - 2 * g * Real.cos k)

/-- The eigenvalues of the Bogoliubov–de Gennes matrix are plus and minus the mode energy. -/
theorem modeMatrix_eigenvalue_iff (g k E : ℝ) :
    (E • (1 : Matrix (Fin 2) (Fin 2) ℝ) - modeMatrix g k).det = 0 ↔
      E = modeEnergy g k ∨ E = -modeEnergy g k := by
  have hε : modeEnergy g k ^ 2 = 1 + g ^ 2 - 2 * g * Real.cos k :=
    Real.sq_sqrt (by nlinarith [Real.sin_sq_add_cos_sq k, sq_nonneg (g - Real.cos k),
      sq_nonneg (Real.sin k)])
  have hdet : (E • (1 : Matrix (Fin 2) (Fin 2) ℝ) - modeMatrix g k).det
      = E ^ 2 - modeEnergy g k ^ 2 := by
    rw [hε, Matrix.det_fin_two]
    simp [modeMatrix]
    linear_combination -Real.sin_sq_add_cos_sq k
  rw [hdet, sub_eq_zero, sq_eq_sq_iff_eq_or_eq_neg]

end

end ModeMatrixEigenvalueIff
```

The compiler's answer:

```
Main.lean:24:15: error: unexpected token '('; expected ']'
Main.lean:24:6: error: typeclass instance problem is stuck
  AddLeftMono ?m.85

Note: Lean will not try to resolve this typeclass instance problem because the first, second, and third type arguments to `AddLeftMono` contain metavariables. These arguments must be fully determined before Lean will try to resolve the typeclass.

Hint: Adding type annotations and supplying implicit arguments to functions can give Lean more information for typeclass resolution. For example, if you have a variable `x` that you intend to be a `Nat`, but Lean reports it as having an unresolved type like `?m`, replacing `x` with `(x : Nat)` can get typeclass resolution un-stuck.
Main.lean:21:50: error: unsolved goals
g k E : ℝ
hε : modeEnergy g k ^ 2 = 1 + g ^ 2 - 2 * g * Real.cos k
⊢ (E • 1 - modeMatrix g k).det = 0 ↔ E = modeEnergy g k ∨ E = -modeEnergy g k
```

Fix (accepted with no message):

```diff
@@ -20,7 +20,7 @@
     (E • (1 : Matrix (Fin 2) (Fin 2) ℝ) - modeMatrix g k).det = 0 ↔
       E = modeEnergy g k ∨ E = -modeEnergy g k := by
-  have hε : modeEnergy g k ^ 2 = 1 + g ^ 2 - 2 * g * Real.cos k :=
-    Real.sq_sqrt (by nlinarith [Real.sin_sq_add_cos_sq k, sq_nonneg (g - Real.cos k),
-      sq_nonneg (Real.sin k)])
+  have hnonneg : 0 ≤ 1 + g ^ 2 - 2 * g * Real.cos k := by
+    nlinarith [Real.sin_sq_add_cos_sq k, sq_nonneg (g - Real.cos k), sq_nonneg (Real.sin k)]
+  have hε : modeEnergy g k ^ 2 = 1 + g ^ 2 - 2 * g * Real.cos k := Real.sq_sqrt hnonneg
   have hdet : (E • (1 : Matrix (Fin 2) (Fin 2) ℝ) - modeMatrix g k).det
       = E ^ 2 - modeEnergy g k ^ 2 := by
```

What went wrong. The fault is one of layout. Inside a tactic block, Lean accepts an argument of a function only if it stands to the right of the column where the block's tactics begin. Here the block begins at `nlinarith`, well along its line, and on the next line `(Real.sin k)` stands to the left of that column. Lean therefore reads `sq_nonneg` without its argument and expects the list to close, which is the first error.

The other two errors follow from this. The bare `sq_nonneg` doesn't say which type it is about, so the search for `AddLeftMono` is stuck. The rest of the proof, from `hdet` on, is never read, so the main goal is left unsolved with only `hε` in the context.

The repair puts `nlinarith` at the start of its own line, with all its hints on that same line and so to the right of it. The hints themselves are unchanged. Naming the inequality `hnonneg` and passing it to `Real.sq_sqrt` is mere tidying.
